# Two real orbitals with a nowhere-vanishing Wronskian have interlacing nodes

Take $f(x)=\sin x$ and $g(x)=\cos x$. The ratio $f/g=\tan x$ is zero at the nodes $0$ and $\pi$ of $f$, yet its slope $1/\cos^2x$ is positive wherever it exists. A function that only rises can return to zero only by ceasing to exist on the way, here at the pole $\pi/2$, the node of $g$. In general $(f/g)'=-W/g^2$ with the Wronskian $W=fg'-gf'$, here $-1$, and the same mechanism works for differentiable $f,g$ whenever $W$ vanishes nowhere on the closed interval between two nodes of $f$.

## Determinant, Wronskian and equation

```lean
import Mathlib

open Set

namespace OrbitalNodeInterlacing

noncomputable section
```

`open Set` gives short names to intervals: `Icc a b` is $[a,b]$ and `Ioo a b` is $(a,b)$.

```lean
/-- The unnormalised Slater determinant of two real orbitals `f`, `g` with the particles
at positions `x` and `y`. -/
def slater (f g : ℝ → ℝ) (x y : ℝ) : ℝ := f x * g y - g x * f y
```

An orbital is a function `ℝ → ℝ`: real, in one dimension, without spin. Lean writes $f(x)$ as `f x`, so this defines
$$S(x,y)=f(x)g(y)-g(x)f(y),$$
the determinant for two same-spin fermions at $x$ and $y$. For orthonormal orbitals the normalised wavefunction is $S/\sqrt2$, with the same zeros.

```lean
/-- The Wronskian `f g' - g f'` of two real orbitals at the point `x`. -/
def wronskian (f g : ℝ → ℝ) (x : ℝ) : ℝ := f x * deriv g x - g x * deriv f x
```

`deriv g x` is $g'(x)$, so this is $W(x)=f(x)g'(x)-g(x)f'(x)$. Lean sets `deriv` to $0$ where no derivative exists, so every theorem about general $f$ and $g$ has differentiability hypotheses.

```lean
/-- `ψ` is twice differentiable and solves the one-dimensional stationary Schrödinger equation
`-ψ''/2 + V ψ = E ψ` (atomic units) at every point. -/
structure SolvesSchrodinger (V : ℝ → ℝ) (E : ℝ) (ψ : ℝ → ℝ) : Prop where
  diff : Differentiable ℝ ψ
  diff₂ : Differentiable ℝ (deriv ψ)
  eqn : ∀ x, -(1 / 2) * deriv (deriv ψ) x + V x * ψ x = E * ψ x
```

A `structure` bundles conditions: $\psi'$ and $\psi''$ exist everywhere, and $-\tfrac12\psi''+V\psi=E\psi$ holds at every point, for a potential $V$ and an energy $E$. The factor $\tfrac12$ is $\hbar^2/2m$ with $\hbar=m=1$. $V$ is any real function, and neither normalisability nor a boundary condition is imposed. Solutions with a cusp, as at a delta potential, are excluded, and so are solutions that are nonzero at a step of $V$, as at the edge of a finite square well, where $\psi''$ jumps.

## The Wronskian as a slope at coalescence

```lean
/-- For `f` and `g` differentiable at `x`, the Wronskian at `x` is the slope of the Slater
determinant in the second coordinate at the coalescence point `y = x`. -/
theorem hasDerivAt_slater {f g : ℝ → ℝ} {x : ℝ} (hf : DifferentiableAt ℝ f x)
    (hg : DifferentiableAt ℝ g x) :
    HasDerivAt (fun y => slater f g x y) (wronskian f g x) x :=
  (hg.hasDerivAt.const_mul (f x)).fun_sub (hf.hasDerivAt.const_mul (g x))
```

`fun y => slater f g x y` is the map $y\mapsto S(x,y)$, and `HasDerivAt` says that its derivative at $y=x$ exists and equals $W(x)$. Indeed $\partial_yS=f(x)g'(y)-g(x)f'(y)$: `const_mul` treats $f(x)$ and $g(x)$ as constants and `fun_sub` takes the difference. For the opening pair $S=\sin(x-y)$, with slope $-1$. The later proofs do not use this theorem; it reads $W(x)\neq0$ as a simple zero of the determinant at coalescence.

## Rolle's theorem for the ratio

```lean
/-- If `f` and `g` are continuous on `[a, b]` and differentiable on `(a, b)`, `g` has no node on
`[a, b]` and the Slater determinant vanishes for particles at `a` and `b`, then the Wronskian
vanishes somewhere strictly between `a` and `b`. -/
theorem exists_wronskian_zero {f g : ℝ → ℝ} {a b : ℝ} (hab : a < b)
    (hfc : ContinuousOn f (Icc a b)) (hgc : ContinuousOn g (Icc a b))
    (hf : ∀ x ∈ Ioo a b, DifferentiableAt ℝ f x) (hg : ∀ x ∈ Ioo a b, DifferentiableAt ℝ g x)
    (hg0 : ∀ x ∈ Icc a b, g x ≠ 0) (hs : slater f g a b = 0) :
    ∃ c ∈ Ioo a b, wronskian f g c = 0 := by
  -- the ratio f / g takes the same value at both ends
  have hI : f a / g a = f b / g b := by
    rw [div_eq_div_iff (hg0 a (left_mem_Icc.2 hab.le)) (hg0 b (right_mem_Icc.2 hab.le))]
    unfold slater at hs
    linarith
  -- Rolle's theorem for the ratio, whose derivative is -W / g²
  obtain ⟨c, hc, h0⟩ := exists_hasDerivAt_eq_zero (f := fun x => f x / g x)
    (f' := fun x => (deriv f x * g x - f x * deriv g x) / g x ^ 2) hab (hfc.div hgc hg0) hI
    (fun x hx => (hf x hx).hasDerivAt.fun_div (hg x hx).hasDerivAt
      (hg0 x (Ioo_subset_Icc_self hx)))
  have h1 : (deriv f c * g c - f c * deriv g c) / g c ^ 2 = 0 := h0
  refine ⟨c, hc, ?_⟩
  rcases div_eq_zero_iff.1 h1 with h2 | h2
  · unfold wronskian
    linarith
  · exact absurd h2 (pow_ne_zero 2 (hg0 c (Ioo_subset_Icc_self hc)))
```

The hypotheses are named: $a<b$, $f$ and $g$ continuous on $[a,b]$ and differentiable on $(a,b)$, $g\neq0$ on $[a,b]$ (`hg0`) and $S(a,b)=0$ (`hs`). The conclusion `∃ c ∈ Ioo a b` gives a point $c$ with $a<c<b$ and $W(c)=0$.

Set $r=f/g$, continuous on $[a,b]$. Dividing $f(a)g(b)=g(a)f(b)$ by $g(a)g(b)$ gives $r(a)=r(b)$; this is `hI`, where `div_eq_div_iff` cross-multiplies and `linarith` finishes the linear rearrangement. Inside,
$$r'=\frac{f'g-fg'}{g^2}=-\frac{W}{g^2}.$$
Rolle's theorem, `exists_hasDerivAt_eq_zero`, takes the quotient rule `fun_div` and returns $c$ with $r'(c)=0$. Then `div_eq_zero_iff` offers two cases: the numerator vanishes, so $W(c)=0$, or $g(c)^2=0$, which `hg0` forbids.

Read backwards, for two non-interacting same-spin fermions in one dimension: with both particles in an interval where $g$ and $W$ have no zero, the determinant vanishes only at coalescence.

## A node between two nodes

```lean
/-- Interlacing of nodes: if `f` and `g` are differentiable on `[a, b]` with a Wronskian that
vanishes nowhere there, and `a < b` are nodes of `f`, then `g` has a node strictly between. -/
theorem node_between {f g : ℝ → ℝ} {a b : ℝ} (hab : a < b)
    (hf : ∀ x ∈ Icc a b, DifferentiableAt ℝ f x) (hg : ∀ x ∈ Icc a b, DifferentiableAt ℝ g x)
    (hW : ∀ x ∈ Icc a b, wronskian f g x ≠ 0) (ha : f a = 0) (hb : f b = 0) :
    ∃ c ∈ Ioo a b, g c = 0 := by
  by_contra hcon
  -- a common node would make the Wronskian vanish
  have hcommon : ∀ x ∈ Icc a b, f x = 0 → g x ≠ 0 := by
    intro x hx hfx hgx
    apply hW x hx
    unfold wronskian
    rw [hfx, hgx]
    ring
  -- so g is nodeless on the closed interval
  have hg0 : ∀ x ∈ Icc a b, g x ≠ 0 := by
    intro x hx hgx
    by_cases hxa : x = a
    · exact hcommon x hx (by rw [hxa]; exact ha) hgx
    by_cases hxb : x = b
    · exact hcommon x hx (by rw [hxb]; exact hb) hgx
    exact hcon ⟨x, ⟨lt_of_le_of_ne hx.1 (Ne.symm hxa), lt_of_le_of_ne hx.2 hxb⟩, hgx⟩
  have hs : slater f g a b = 0 := by
    unfold slater
    rw [ha, hb]
    ring
  obtain ⟨c, hc, h0⟩ := exists_wronskian_zero hab
    (fun x hx => (hf x hx).continuousAt.continuousWithinAt)
    (fun x hx => (hg x hx).continuousAt.continuousWithinAt)
    (fun x hx => hf x (Ioo_subset_Icc_self hx)) (fun x hx => hg x (Ioo_subset_Icc_self hx))
    hg0 hs
  exact hW c (Ioo_subset_Icc_self hc) h0
```

Now $f$ and $g$ are differentiable at every point of $[a,b]$, two-sidedly at the ends too, $W\neq0$ on $[a,b]$, and $f(a)=f(b)=0$. Then $g(c)=0$ for some $c\in(a,b)$.

Suppose that $g$ has no zero in $(a,b)$; `by_contra hcon` assumes this. If $f(x)=g(x)=0$, both terms of $W(x)$ vanish, so there is no common node (`hcommon`). Hence $g(a)\neq0$ and $g(b)\neq0$, and the cases $x=a$, $x=b$ and $a<x<b$ make $g$ nodeless on $[a,b]$ (`hg0`). Also $S(a,b)=0\cdot g(b)-g(a)\cdot0=0$ (`hs`). Differentiability gives continuity, so `exists_wronskian_zero` yields a zero of $W$ inside, against `hW`.

Writing `Ioo` for `Icc` in `hW` would make the statement false. For $f=\sin x$ and $g=x$ on $[0,\pi]$, $W=\sin x-x\cos x$ has $W(0)=0$ and $W'=x\sin x>0$ inside, so $W>0$ on $(0,\pi]$; still $g$ has no node in $(0,\pi)$, since its node coincides with that of $f$ at $0$.

```lean
/-- For orbitals differentiable on the whole line whose Wronskian vanishes nowhere, a node of
`g` lies strictly between any two nodes `a < b` of `f`. -/
theorem node_between_global {f g : ℝ → ℝ} (hf : Differentiable ℝ f) (hg : Differentiable ℝ g)
    (hW : ∀ x, wronskian f g x ≠ 0) {a b : ℝ} (hab : a < b) (ha : f a = 0) (hb : f b = 0) :
    ∃ c ∈ Ioo a b, g c = 0 :=
  node_between hab (fun x _ => hf x) (fun x _ => hg x) (fun x _ => hW x) ha hb
```

With differentiability and $W\neq0$ on the whole line, the conclusion holds for any nodes $a<b$ of $f$. Each argument such as `fun x _ => hW x` restricts a global hypothesis to $[a,b]$.

## Exactly one node between neighbours

```lean
/-- If moreover `a` and `b` are consecutive nodes of `f`, then `g` has exactly one node
strictly between them. -/
theorem unique_node_between {f g : ℝ → ℝ} {a b : ℝ} (hab : a < b)
    (hf : ∀ x ∈ Icc a b, DifferentiableAt ℝ f x) (hg : ∀ x ∈ Icc a b, DifferentiableAt ℝ g x)
    (hW : ∀ x ∈ Icc a b, wronskian f g x ≠ 0) (ha : f a = 0) (hb : f b = 0)
    (hcons : ∀ x ∈ Ioo a b, f x ≠ 0) :
    ∃! c, c ∈ Ioo a b ∧ g c = 0 := by
  -- two nodes of g would enclose a node of f, by exchanging the orbitals
  have key : ∀ c d, c ∈ Ioo a b → d ∈ Ioo a b → g c = 0 → g d = 0 → ¬ c < d := by
    intro c d hc hd hgc hgd hcd
    have hsub : Icc c d ⊆ Icc a b := Icc_subset_Icc hc.1.le hd.2.le
    have hW' : ∀ x ∈ Icc c d, wronskian g f x ≠ 0 := by
      intro x hx h0
      apply hW x (hsub hx)
      unfold wronskian at h0 ⊢
      linarith
    obtain ⟨e, he, hfe⟩ := node_between hcd (fun x hx => hg x (hsub hx))
      (fun x hx => hf x (hsub hx)) hW' hgc hgd
    exact hcons e ⟨hc.1.trans he.1, he.2.trans hd.2⟩ hfe
  obtain ⟨c, hc, hgc⟩ := node_between hab hf hg hW ha hb
  refine ⟨c, ⟨hc, hgc⟩, ?_⟩
  rintro d ⟨hd, hgd⟩
  exact le_antisymm (not_lt.1 (key c d hc hd hgc hgd)) (not_lt.1 (key d c hd hc hgd hgc))
```

`hcons` adds that $f$ has no zero in $(a,b)$, so that $a$ and $b$ are consecutive nodes, and `∃!` reads "there is exactly one". Exchanging the orbitals flips the sign of the Wronskian, which therefore stays nonzero (`hW'`). Two nodes $c<d$ of $g$ in $(a,b)$ would then enclose a node $e$ of $f$, by `node_between` on $[c,d]$, against `hcons`. So `key` rules out $c<d$; used in both orders it gives $c=d$ through `le_antisymm`. Existence is `node_between` itself.

## Two solutions at one energy

```lean
/-- Two solutions of the Schrödinger equation with the same potential and energy have the same
Wronskian at all points. -/
theorem wronskian_const {V f g : ℝ → ℝ} {E : ℝ} (hf : SolvesSchrodinger V E f)
    (hg : SolvesSchrodinger V E g) (x y : ℝ) : wronskian f g x = wronskian f g y := by
  -- W' = f g'' - g f'' = 0
  have hd : ∀ z, HasDerivAt (wronskian f g) 0 z := by
    intro z
    have h := ((hf.diff z).hasDerivAt.fun_mul (hg.diff₂ z).hasDerivAt).fun_sub
      ((hg.diff z).hasDerivAt.fun_mul (hf.diff₂ z).hasDerivAt)
    have h2 : HasDerivAt (fun y => f y * deriv g y - g y * deriv f y) 0 z :=
      h.congr_deriv (by linear_combination (-2 * f z) * hg.eqn z + (2 * g z) * hf.eqn z)
    exact h2
  exact is_const_of_deriv_eq_zero (fun z => (hd z).differentiableAt) (fun z => (hd z).deriv) x y
```

For two solutions with the same $V$ and $E$, $W(x)=W(y)$ for all $x,y$. The product rule gives
$$W'=f'g'+fg''-g'f'-gf''=fg''-gf''.$$
Multiplying the equation of $g$ by $-2f$ gives $fg''-2Vfg=-2Efg$, multiplying that of $f$ by $2g$ gives $-gf''+2Vfg=2Efg$, and the sum is $W'=0$. In Lean `h` is the product rule, `linear_combination` is this sum with the same multipliers, and `is_const_of_deriv_eq_zero` concludes.

The shared `E` is essential to the cancellation. With energies $E_f\neq E_g$ the same sum leaves $W'=2(E_f-E_g)fg$, and $W\neq0$ has to be established on all of $[a,b]$ before `node_between` applies.

```lean
/-- Sturm separation for the Schrödinger equation: for two solutions at the same energy with
nonzero Wronskian at one point, `g` has exactly one node between consecutive nodes of `f`. -/
theorem sturm_separation {V f g : ℝ → ℝ} {E x₀ a b : ℝ} (hf : SolvesSchrodinger V E f)
    (hg : SolvesSchrodinger V E g) (hW : wronskian f g x₀ ≠ 0) (hab : a < b)
    (ha : f a = 0) (hb : f b = 0) (hcons : ∀ x ∈ Ioo a b, f x ≠ 0) :
    ∃! c, c ∈ Ioo a b ∧ g c = 0 :=
  unique_node_between hab (fun x _ => hf.diff x) (fun x _ => hg.diff x)
    (fun x _ => by rw [wronskian_const hf hg x x₀]; exact hW) ha hb hcons
```

One point $x_0$ with $W(x_0)\neq0$ now suffices: `rw [wronskian_const hf hg x x₀]` moves the Wronskian from $x$ to $x_0$, and `unique_node_between` gives exactly one node of $g$ between consecutive nodes of $f$. Sturm's separation theorem is usually stated for linearly independent solutions. Here $W(x_0)\neq0$ is assumed in place of independence; deriving it would need uniqueness for the initial-value problem, hence some regularity of $V$. The equation must hold on the whole line, so a radial problem on a half-line needs the interval theorems, with $W\neq0$ supplied on $[a,b]$.

A two-sided shooting code for this equation integrates one solution from the left and one from the right at a trial energy. $W=0$ at the matching point is the condition for joining them smoothly after rescaling, and the search adjusts $E$ towards it. Away from that condition the exact $W$ is a nonzero constant. Each solution is normally carried only as far as the matching point; if both are continued over a common stretch of the grid, with no rescaling on the way, then a drift in $W$ there, or nodes of the two solutions that fail to alternate, signals numerical error. This use, the unequal-energy formula, the simple-zero and $\sin(x-y)$ remarks and the example $g=x$ are commentary, not proved in Lean here.

## The free particle

```lean
/-- Sine and cosine solve the free Schrödinger equation at energy `1/2` with Wronskian `-1`;
`0` and `π` are consecutive nodes of the sine, and the cosine has a node at `π/2`. -/
theorem sin_cos_witness :
    SolvesSchrodinger (fun _ => 0) (1 / 2) Real.sin ∧
    SolvesSchrodinger (fun _ => 0) (1 / 2) Real.cos ∧
    (∀ x, wronskian Real.sin Real.cos x = -1) ∧
    Real.sin 0 = 0 ∧ Real.sin Real.pi = 0 ∧ (∀ x ∈ Ioo 0 Real.pi, Real.sin x ≠ 0) ∧
    Real.cos (Real.pi / 2) = 0 := by
  have h1 : deriv Real.sin = Real.cos := funext fun x => (Real.hasDerivAt_sin x).deriv
  have h2 : deriv Real.cos = fun x => -Real.sin x :=
    funext fun x => (Real.hasDerivAt_cos x).deriv
  have h3 : deriv (fun x => -Real.sin x) = fun x => -Real.cos x :=
    funext fun x => (Real.hasDerivAt_sin x).fun_neg.deriv
  refine ⟨⟨Real.differentiable_sin, ?_, ?_⟩, ⟨Real.differentiable_cos, ?_, ?_⟩, ?_,
    Real.sin_zero, Real.sin_pi, ?_, Real.cos_pi_div_two⟩
  · rw [h1]
    exact Real.differentiable_cos
  · intro x
    simp only [h1, h2]
    ring
  · rw [h2]
    exact fun x => (Real.hasDerivAt_sin x).fun_neg.differentiableAt
  · intro x
    simp only [h2, h3]
    ring
  · intro x
    simp only [wronskian, h1, h2]
    linear_combination (-1) * Real.sin_sq_add_cos_sq x
  · intro x hx
    exact (Real.sin_pos_of_pos_of_lt_pi hx.1 hx.2).ne'

end

end OrbitalNodeInterlacing
```

Joined by `∧`: sine and cosine solve the equation with $V=0$ and $E=\tfrac12$, that is $\psi''=-\psi$; $W=-1$ everywhere; $\sin0=\sin\pi=0$; $\sin x\neq0$ on $(0,\pi)$; and $\cos(\pi/2)=0$. These facts meet every hypothesis of `sturm_separation` with $a=0$, $b=\pi$ and any $x_0$, and they exhibit the node. Neither function is normalisable on the line: they are continuum solutions, not bound orbitals. The proof records $\sin'=\cos$, $\cos'=-\sin$ and $(-\sin)'=-\cos$ as `h1`, `h2` and `h3`, obtains $W=-\sin^2x-\cos^2x=-1$ from `Real.sin_sq_add_cos_sq`, and uses the positivity of the sine on $(0,\pi)$.

```lean
#print axioms OrbitalNodeInterlacing.hasDerivAt_slater
-- 'OrbitalNodeInterlacing.hasDerivAt_slater' depends on axioms: [propext, Classical.choice, Quot.sound]
#print axioms OrbitalNodeInterlacing.node_between_global
-- 'OrbitalNodeInterlacing.node_between_global' depends on axioms: [propext, Classical.choice, Quot.sound]
#print axioms OrbitalNodeInterlacing.sturm_separation
-- 'OrbitalNodeInterlacing.sturm_separation' depends on axioms: [propext, Classical.choice, Quot.sound]
```
